# Rigid translation leaves the secular determinant of a local potential in London orbitals unchanged

Before an NMR shielding calculation with London orbitals (GIAOs), a program may shift the molecule so that its centre of mass lies at the coordinate origin. If the gauge origin of the magnetic field stays where it was, the London phases change unless the shift is parallel to the field. The problems below work out what the shift does to the overlap matrix and to the matrix of a local potential, such as nuclear attraction, for orbitals whose products are integrable.

```lean
import Mathlib

open MeasureTheory Matrix ComplexConjugate

namespace LondonOrbitalTranslation

noncomputable section
```

Space is $\mathbb R^3$ with Lebesgue measure, and the uniform field is $B$.

```lean
/-- Points and vectors of three-dimensional space. -/
abbrev Vec := Fin 3 → ℝ
```

The function `cis` is $x\mapsto e^{ix}$ for real $x$.

```lean
/-- The phase factor `exp(i x)` of a real angle `x`. -/
def cis (x : ℝ) : ℂ := Complex.exp ((x : ℂ) * Complex.I)
```

In atomic units, with vector potential $B\times r/2$ and gauge origin at $0$, a centre $R$ has the London angle $\varphi(R,r)=(B\times R)\cdot r/2$, called `phase`.

```lean
/-- The London angle `(B × R) · r / 2` of a centre `R` at the point `r`, in atomic units. -/
def phase (B R r : Vec) : ℝ := (crossProduct B R) ⬝ᵥ r / 2
```

An orbital with shape $\chi$, any complex function, is $\omega(r)=e^{-i\varphi(R,r)}\chi(r-R)$. Note the minus sign, which `phase` itself does not contain.

```lean
/-- The London orbital `exp(-i (B × R) · r / 2) χ(r - R)` with centre `R` and shape `χ`. -/
def london (B R : Vec) (χ : Vec → ℂ) (r : Vec) : ℂ :=
  cis (-phase B R r) * χ (r - R)
```

Orbitals carry labels $a,b$ from a set `ι`, and several may share a centre. For a real potential $V$, put $P_{ab}=\overline{\omega_a}\,V\,\omega_b$.

```lean
variable {ι : Type*}

/-- The product `conj(ω_a) V ω_b` of two London orbitals and a real local potential. -/
def pairDensity (B : Vec) (R : ι → Vec) (χ : ι → Vec → ℂ) (V : Vec → ℝ)
    (a b : ι) (r : Vec) : ℂ :=
  conj (london B (R a) (χ a) r) * (V r : ℂ) * london B (R b) (χ b) r
```

Its integral is the matrix entry $M_{ab}$. In Lean, `V` is the function and `localMatrix` the matrix.

```lean
/-- The matrix of a local potential `V` in the London orbitals. -/
def localMatrix (B : Vec) (R : ι → Vec) (χ : ι → Vec → ℂ) (V : Vec → ℝ) :
    Matrix ι ι ℂ :=
  Matrix.of fun a b => ∫ r, pairDensity B R χ V a b r
```

The overlap matrix $S$ is the case $V=1$.

```lean
/-- The overlap matrix of the London orbitals. -/
def overlap (B : Vec) (R : ι → Vec) (χ : ι → Vec → ℂ) : Matrix ι ι ℂ :=
  localMatrix B R χ (fun _ => 1)
```

For a displacement $t$, let $\theta_a=\varphi(R_a,t)$ and $U=\mathrm{diag}(e^{i\theta_a})$.

```lean
/-- The diagonal matrix of the phase factors `exp(i (B × R_a) · t / 2)`. -/
def phaseMatrix [DecidableEq ι] (B : Vec) (R : ι → Vec) (t : Vec) : Matrix ι ι ℂ :=
  Matrix.diagonal fun a => cis (phase B (R a) t)
```

A prime marks quantities after $R_a\to R_a+t$ and $V(r)\to V(r-t)$, with $B$, the gauge origin and the shapes fixed. The secular equation here is $Mc=ESc$, with coefficient vector $c$ and complex number $E$. It has no kinetic energy, so $E$ is not a molecular energy. To reach a real GIAO calculation, one must still show that the kinetic and electron-repulsion terms transform in the same way.

## (a) Adding angles

Show that $e^{i(x+y)}=e^{ix}e^{iy}$ for real $x,y$.

Expand $i(x+y)=ix+iy$ and use the addition law of the exponential.

```lean
/-- The phase factor of a sum of angles is the product of the phase factors. -/
lemma cis_add (x y : ℝ) : cis (x + y) = cis x * cis y := by
  unfold cis
  rw [← Complex.exp_add]
  congr 1
  push_cast
  ring
```

## (b) Conjugating a phase

Show that $\overline{e^{ix}}=e^{-ix}$.

Conjugation passes into the exponent, where $\overline{ix}=-ix$.

```lean
/-- Complex conjugation reverses the angle of a phase factor. -/
lemma cis_conj (x : ℝ) : conj (cis x) = cis (-x) := by
  unfold cis
  rw [← Complex.exp_conj]
  simp
```

## (c) Cancelling opposite phases

Show that $e^{ix}e^{-ix}=1$.

By (a), the product is $e^{i0}=1$.

```lean
/-- Opposite phase factors cancel. -/
lemma cis_mul_neg (x : ℝ) : cis x * cis (-x) = 1 := by
  rw [← cis_add]
  simp [cis]
```

## (d) Moving one orbital

Show that $\omega'(r)=e^{-i\varphi(t,r)}\,e^{-i\varphi(R,t)}\,\omega(r-t)$.

The angle is linear in each argument, so
$$\varphi(R+t,r)=\varphi(t,r)+\varphi(R,r)=\varphi(t,r)+\varphi(R,t)+\varphi(R,r-t).$$
This is `h2`. Since $r-(R+t)=(r-t)-R$ (`h1`), the last angle and the shape together form $\omega(r-t)$.

```lean
/-- A London orbital moved by `t` is the old orbital at `r - t`, times a phase that depends on
position but not on the centre, times a constant phase that depends on the centre. -/
theorem london_translate (B R t : Vec) (χ : Vec → ℂ) (r : Vec) :
    london B (R + t) χ r =
      cis (-phase B t r) * cis (-phase B R t) * london B R χ (r - t) := by
  have h1 : r - (R + t) = r - t - R := by abel
  -- bilinearity of the London angle
  have h2 : phase B (R + t) r = phase B t r + phase B R t + phase B R (r - t) := by
    unfold phase
    rw [map_add, add_dotProduct, dotProduct_sub]
    ring
  unfold london
  rw [h1, h2]
  simp only [neg_add, cis_add]
  ring
```

## (e) Moving a product

Show that $P'_{ab}(r)=e^{i(\theta_a-\theta_b)}P_{ab}(r-t)$.

Insert (d) for both orbitals. Conjugation reverses the phases of the first, giving
$$P'_{ab}(r)=e^{i\varphi(t,r)}e^{-i\varphi(t,r)}\,e^{i\theta_a}e^{-i\theta_b}\,P_{ab}(r-t).$$
The first two factors cancel by (c), which `linear_combination` applies.

```lean
/-- When centres and potential move by `t`, the product of two London orbitals and the potential
moves along and gains the constant phase `exp(i (θ_a - θ_b))`, `θ_a = (B × R_a) · t / 2`. -/
theorem pairDensity_translate (B : Vec) (R : ι → Vec) (χ : ι → Vec → ℂ) (V : Vec → ℝ)
    (t : Vec) (a b : ι) (r : Vec) :
    pairDensity B (fun c => R c + t) χ (fun s => V (s - t)) a b r =
      cis (phase B (R a) t - phase B (R b) t) * pairDensity B R χ V a b (r - t) := by
  have hs : cis (phase B (R a) t - phase B (R b) t) =
      cis (phase B (R a) t) * cis (-phase B (R b) t) := by
    rw [sub_eq_add_neg, cis_add]
  rw [hs]
  simp only [pairDensity, london_translate, map_mul, cis_conj, neg_neg]
  -- the phase common to all orbitals cancels
  linear_combination (cis (phase B (R a) t) * cis (-phase B (R b) t) *
    conj (london B (R a) (χ a) (r - t)) * (V (r - t) : ℂ) *
    london B (R b) (χ b) (r - t)) * cis_mul_neg (phase B t r)
```

## (f) Integrating

Let $P_{ab}$ be integrable. Show that $P'_{ab}$ is too, and that $M'_{ab}=e^{i(\theta_a-\theta_b)}M_{ab}$.

By (e), $P'_{ab}$ is a shifted integrable function times a constant. Take the constant out of the integral and substitute $s=r-t$, which preserves Lebesgue measure:
$$M'_{ab}=e^{i(\theta_a-\theta_b)}\int P_{ab}(s)\,ds.$$

```lean
/-- If the product for the pair `(a, b)` is integrable, so is the translated one, and the matrix
entry is multiplied by `exp(i (θ_a - θ_b))` with `θ_a = (B × R_a) · t / 2`. -/
theorem localMatrix_translate (B : Vec) (R : ι → Vec) (χ : ι → Vec → ℂ) (V : Vec → ℝ)
    (t : Vec) {a b : ι} (h : Integrable (pairDensity B R χ V a b)) :
    Integrable (pairDensity B (fun c => R c + t) χ (fun s => V (s - t)) a b) ∧
    localMatrix B (fun c => R c + t) χ (fun s => V (s - t)) a b =
      cis (phase B (R a) t - phase B (R b) t) * localMatrix B R χ V a b := by
  have hp := pairDensity_translate B R χ V t a b
  constructor
  · rw [funext hp]
    exact (h.comp_sub_right t).const_mul _
  · simp only [localMatrix, Matrix.of_apply, hp]
    rw [integral_const_mul, integral_sub_right_eq_self (fun r => pairDensity B R χ V a b r) t]
```

## (g) Entries that never change

Let $M_{ab}\neq0$. Show that $M'_{ab}=M_{ab}$ for all $t$ exactly when $B\times(R_a-R_b)=0$.

Write $w=B\times(R_a-R_b)$, so that $\theta_a-\theta_b=w\cdot t/2$. If $w=0$, the phase in (f) is $1$. If $w\neq0$, take $t=2\pi w/(w\cdot w)$. The phase is then $e^{i\pi}=-1$, so invariance would give $M_{ab}=-M_{ab}$ and hence $M_{ab}=0$, a contradiction.

Integrability needs no separate hypothesis, because Lean gives a non-integrable function the integral $0$.

```lean
/-- A nonzero matrix entry between two London orbitals is unchanged by every translation exactly
when the field has zero cross product with the vector joining the two centres. -/
theorem entry_invariant_iff (B : Vec) (R : ι → Vec) (χ : ι → Vec → ℂ) (V : Vec → ℝ)
    {a b : ι} (h0 : localMatrix B R χ V a b ≠ 0) :
    (∀ t : Vec, localMatrix B (fun c => R c + t) χ (fun s => V (s - t)) a b =
      localMatrix B R χ V a b) ↔ crossProduct B (R a - R b) = 0 := by
  have hint : Integrable (pairDensity B R χ V a b) := by
    by_contra h
    exact h0 (integral_undef h)
  have hd : ∀ t, phase B (R a) t - phase B (R b) t =
      (crossProduct B (R a - R b)) ⬝ᵥ t / 2 := by
    intro t
    unfold phase
    rw [map_sub, sub_dotProduct]
    ring
  constructor
  · intro h
    by_contra hw
    have hww : (crossProduct B (R a - R b)) ⬝ᵥ (crossProduct B (R a - R b)) ≠ 0 :=
      fun h' => hw (dotProduct_self_eq_zero.mp h')
    -- a translation along B × (R_a - R_b) that reverses the sign of the entry
    have ht := h ((2 * Real.pi / ((crossProduct B (R a - R b)) ⬝ᵥ
      (crossProduct B (R a - R b)))) • crossProduct B (R a - R b))
    rw [(localMatrix_translate B R χ V _ hint).2, hd, dotProduct_smul, smul_eq_mul,
      div_mul_cancel₀ _ hww, mul_div_cancel_left₀ _ (two_ne_zero' ℝ)] at ht
    have hpi : cis Real.pi = -1 := Complex.exp_pi_mul_I
    rw [hpi] at ht
    exact h0 (by linear_combination (-1 / 2 : ℂ) * ht)
  · intro hw t
    rw [(localMatrix_translate B R χ V t hint).2, hd, hw]
    simp [cis]
```

## (h) Unitarity

From here on the set of orbitals is finite. Show that $UU^\dagger=1$.

The product is diagonal, with entries $e^{i\theta_a}e^{-i\theta_a}=1$ by (b) and (c).

```lean
variable [Fintype ι] [DecidableEq ι]

/-- The diagonal matrix of translation phases is unitary. -/
theorem phaseMatrix_unitary (B : Vec) (R : ι → Vec) (t : Vec) :
    phaseMatrix B R t ∈ Matrix.unitaryGroup ι ℂ := by
  rw [Matrix.mem_unitaryGroup_iff, Matrix.star_eq_conjTranspose, phaseMatrix,
    Matrix.diagonal_conjTranspose, Matrix.diagonal_mul_diagonal]
  refine (congrArg Matrix.diagonal (funext fun a => ?_)).trans Matrix.diagonal_one
  change cis (phase B (R a) t) * conj (cis (phase B (R a) t)) = 1
  rw [cis_conj, cis_mul_neg]
```

## (i) One conjugation for the whole matrix

Let all $P_{ab}$ be integrable. Show that $M'=UMU^\dagger$.

Since $U$ is diagonal, $(UMU^\dagger)_{ab}=e^{i\theta_a}M_{ab}e^{-i\theta_b}$, which is $M'_{ab}$ by (f).

```lean
/-- If all products are integrable, translation conjugates the matrix of a local potential by the
diagonal matrix of translation phases. -/
theorem localMatrix_conjugation (B : Vec) (R : ι → Vec) (χ : ι → Vec → ℂ) (V : Vec → ℝ)
    (t : Vec) (h : ∀ a b, Integrable (pairDensity B R χ V a b)) :
    localMatrix B (fun c => R c + t) χ (fun s => V (s - t)) =
      phaseMatrix B R t * localMatrix B R χ V * (phaseMatrix B R t)ᴴ := by
  ext a b
  rw [(localMatrix_translate B R χ V t (h a b)).2, phaseMatrix,
    Matrix.diagonal_conjTranspose, Matrix.mul_diagonal, Matrix.diagonal_mul]
  change _ = cis (phase B (R a) t) * localMatrix B R χ V a b * conj (cis (phase B (R b) t))
  rw [cis_conj, sub_eq_add_neg, cis_add]
  ring
```

## (j) The secular problem

Let all potential and overlap products be integrable. Show that the translated ones are too, that
$$\det(M'-ES')=\det(M-ES)\quad\text{for every }E\in\mathbb C,$$
and that $Mc=ESc$ implies $M'(Uc)=ES'(Uc)$.

Integrability is (f). The constant potential $1$ is unchanged by translation, so (i) also gives $S'=USU^\dagger$. Therefore $M'-ES'=U(M-ES)U^\dagger$ (`hM`), and
$$\det(M'-ES')=\det(UU^\dagger)\det(M-ES)=\det(M-ES).$$
For the solutions, use $U^\dagger U=1$ (the step `key`):
$$M'Uc=UMc=E\,USc=ES'Uc.$$

```lean
/-- Let `M` be the matrix of the potential `V` and `S` the overlap matrix, with all products
integrable. After the centres and the potential move by `t`, the products are still integrable, the
secular determinant `det(M - E S)` is the same for every `E`, and each solution `c` of `M c = E S c`
gives a solution of the translated equation when its coefficients are multiplied by the translation
phases. -/
theorem secular_translation_invariance (B : Vec) (R : ι → Vec) (χ : ι → Vec → ℂ)
    (V : Vec → ℝ) (t : Vec)
    (hS : ∀ a b, Integrable (pairDensity B R χ (fun _ => 1) a b))
    (hV : ∀ a b, Integrable (pairDensity B R χ V a b)) :
    (∀ a b, Integrable (pairDensity B (fun c => R c + t) χ (fun _ => 1) a b) ∧
      Integrable (pairDensity B (fun c => R c + t) χ (fun s => V (s - t)) a b)) ∧
    (∀ E : ℂ, (localMatrix B (fun c => R c + t) χ (fun s => V (s - t)) -
        E • overlap B (fun c => R c + t) χ).det =
      (localMatrix B R χ V - E • overlap B R χ).det) ∧
    (∀ (E : ℂ) (c : ι → ℂ), localMatrix B R χ V *ᵥ c = E • (overlap B R χ *ᵥ c) →
      localMatrix B (fun c => R c + t) χ (fun s => V (s - t)) *ᵥ (phaseMatrix B R t *ᵥ c) =
        E • (overlap B (fun c => R c + t) χ *ᵥ (phaseMatrix B R t *ᵥ c))) := by
  have hS' : overlap B (fun c => R c + t) χ =
      phaseMatrix B R t * overlap B R χ * (phaseMatrix B R t)ᴴ :=
    localMatrix_conjugation B R χ (fun _ => 1) t hS
  have hU : phaseMatrix B R t * (phaseMatrix B R t)ᴴ = 1 :=
    Matrix.mem_unitaryGroup_iff.mp (phaseMatrix_unitary B R t)
  have hU' : (phaseMatrix B R t)ᴴ * phaseMatrix B R t = 1 := mul_eq_one_comm.mp hU
  refine ⟨fun a b => ⟨(localMatrix_translate B R χ (fun _ => 1) t (hS a b)).1,
    (localMatrix_translate B R χ V t (hV a b)).1⟩, ?_, ?_⟩
  · intro E
    rw [localMatrix_conjugation B R χ V t hV, hS']
    -- the whole secular matrix is conjugated by the same unitary
    have hM : phaseMatrix B R t * localMatrix B R χ V * (phaseMatrix B R t)ᴴ -
        E • (phaseMatrix B R t * overlap B R χ * (phaseMatrix B R t)ᴴ) =
        phaseMatrix B R t * (localMatrix B R χ V - E • overlap B R χ) *
          (phaseMatrix B R t)ᴴ := by
      simp only [Matrix.mul_sub, Matrix.sub_mul, Matrix.mul_smul, Matrix.smul_mul]
    rw [hM, Matrix.det_mul, Matrix.det_mul, mul_right_comm, ← Matrix.det_mul, hU,
      Matrix.det_one, one_mul]
  · intro E c hc
    have key : ∀ M : Matrix ι ι ℂ,
        (phaseMatrix B R t * M * (phaseMatrix B R t)ᴴ) *ᵥ (phaseMatrix B R t *ᵥ c) =
          phaseMatrix B R t *ᵥ (M *ᵥ c) := by
      intro M
      simp only [Matrix.mulVec_mulVec, Matrix.mul_assoc, hU', Matrix.mul_one]
    rw [localMatrix_conjugation B R χ V t hV, hS', key, key, hc, Matrix.mulVec_smul]

end

end LondonOrbitalTranslation
```

```lean
#print axioms LondonOrbitalTranslation.entry_invariant_iff
-- 'LondonOrbitalTranslation.entry_invariant_iff' depends on axioms: [propext, Classical.choice, Quot.sound]
#print axioms LondonOrbitalTranslation.secular_translation_invariance
-- 'LondonOrbitalTranslation.secular_translation_invariance' depends on axioms: [propext, Classical.choice, Quot.sound]
```
